# Energy gaps and matrix elements: the bound $|E-F|^n\,|\langle u, Av\rangle| \le \|\mathrm{ad}_H^n A\|$ for unit eigenvectors of a bounded self-adjoint Hamiltonian

## Question

The commutator $HA - AH$ of two bounded operators always has a finite operator norm, whereas with an unbounded operator it may or may not have one, so I am willing to take a bounded self-adjoint Hamiltonian $H$ and a bounded operator $A$ on a complex Hilbert space. Let $u$ and $v$ be unit eigenvectors of $H$ with energies $E$ and $F$. The claim is that an operator which nearly commutes with $H$ couples well-separated levels only weakly, in the quantitative form

$$|E-F|\,|\langle u, Av\rangle| \le \|HA - AH\|, \qquad |E-F|^2\,|\langle u, Av\rangle| \le \|[H,[H,A]]\|,$$

where $[H,A] = HA - AH$ and the norms on the right are operator norms. How does one state this in Lean 4 with Mathlib, and how is it proved? I would also like to know whether the constant 1 in these inequalities can be improved.

## Answer

### How the physics is put into types

The first decision is boundedness. The file works with a complex Hilbert space `V` of arbitrary dimension, and `H` and `A` have the type `V →L[ℂ] V` of continuous linear maps, which are the bounded operators defined on all of $V$. Products and differences of such maps are again of this type, so every nested commutator has a finite norm and no question of domains arises. The price is that a Schrödinger operator with its kinetic energy, and observables such as position and momentum on the line, are excluded. What is included is every finite-dimensional model, such as a finite spin cluster or a Hamiltonian matrix in a finite orthonormal basis, and there the result limits how strongly an almost conserved quantity can connect two levels of different energy.

Self-adjointness is the hypothesis `IsSelfAdjoint H`, which says $H^\dagger = H$. Mathlib defines the adjoint of a bounded operator on complete spaces, and this is where `CompleteSpace V` enters. Nothing is assumed about $A$ beyond boundedness. It need not be self-adjoint, so the raising and lowering operators of a finite spin and transition operators $|u\rangle\langle v|$ are allowed. The ladder operators of the harmonic oscillator are unbounded and therefore excluded.

The energies are real numbers `E F : ℝ`, and the eigenvalue equations read `H u = (E : ℂ) • u` and `H v = (F : ℂ) • v`, with the energy cast to a complex scalar. For a nonzero eigenvector of a self-adjoint operator the eigenvalue is real anyway, so the type only saves a step. The eigenvectors are assumed to exist. A bounded self-adjoint operator on an infinite-dimensional space may have none, and the theorems say nothing about points of the continuous spectrum. Normalisation is a separate pair of hypotheses, `‖u‖ = 1` and `‖v‖ = 1`, present only in the theorems that need it. The vectors $u$ and $v$ may coincide, and $E = F$ is allowed unless a theorem carries `hEF : E ≠ F`.

The inner product `⟪u, A v⟫_ℂ` is conjugate-linear in the first slot and linear in the second, which is the bra-ket convention, so it is the matrix element $\langle u|A|v\rangle$. Lean writes the modulus of a complex number with norm bars, so `‖⟪u, A v⟫_ℂ‖` is $|\langle u, Av\rangle|$, while `‖B‖` for an operator $B$ is the operator norm and `|E - F|` is the absolute value of a real number. The product `H * A` is composition, with $A$ applied first.

Three definitions are made. `comm H A` is $[H,A] = HA - AH$. `adPow H n A` is the $n$-fold nested commutator, written $\mathrm{ad}_H^n A$ below, with

$$\mathrm{ad}_H^0 A = A, \qquad \mathrm{ad}_H^{n+1} A = [H, \mathrm{ad}_H^n A].$$

`ketBra u v` is the operator $|u\rangle\langle v|$, which sends a vector $x$ to $\langle v, x\rangle\, u$.

### Derivation by hand

Start with one commutator, for any bounded $A$. In the term $HA$, move $H$ onto the bra, using self-adjointness and then the reality of $E$:

$$\langle u, HAv\rangle = \langle Hu, Av\rangle = \langle Eu, Av\rangle = \bar E\,\langle u, Av\rangle = E\,\langle u, Av\rangle .$$

In the term $AH$, let $H$ act on the ket:

$$\langle u, AHv\rangle = \langle u, A(Fv)\rangle = F\,\langle u, Av\rangle .$$

Subtracting gives the identity

$$\langle u, [H,A]v\rangle = (E-F)\,\langle u, Av\rangle. \tag{1}$$

Since (1) holds for every bounded operator in the place of $A$, it can be applied to $\mathrm{ad}_H^n A$. If $\langle u, (\mathrm{ad}_H^n A) v\rangle = (E-F)^n\langle u, Av\rangle$, then

$$\langle u, (\mathrm{ad}_H^{n+1}A) v\rangle = \langle u, [H,\mathrm{ad}_H^n A]v\rangle = (E-F)\,\langle u, (\mathrm{ad}_H^n A) v\rangle = (E-F)^{n+1}\langle u, Av\rangle .$$

The case $n = 0$ is the trivial equality, with $(E-F)^0 = 1$ also for $E = F$, so for all $n \ge 0$

$$\langle u, (\mathrm{ad}_H^n A) v\rangle = (E-F)^n\,\langle u, Av\rangle. \tag{2}$$

No normalisation has been used so far. Now let $u$ and $v$ be unit vectors and $B$ any bounded operator. The Cauchy–Schwarz inequality and the definition of the operator norm give

$$|\langle u, Bv\rangle| \le \|u\|\,\|Bv\| \le \|u\|\,\|B\|\,\|v\| = \|B\|. \tag{3}$$

Put $B = \mathrm{ad}_H^n A$ in (3) and evaluate the left side by (2). The modulus of a product is the product of the moduli, so

$$|E-F|^n\,|\langle u, Av\rangle| \le \|\mathrm{ad}_H^n A\|. \tag{4}$$

The cases $n = 1$ and $n = 2$ are the two inequalities asked for, and $n = 0$ is (3) for $A$ itself.

Two consequences hold when $E \ne F$. Dividing (4) by the positive number $|E-F|^n$ gives

$$|\langle u, Av\rangle| \le \frac{\|\mathrm{ad}_H^n A\|}{|E-F|^n}. \tag{5}$$

If $\mathrm{ad}_H^n A = 0$ for some $n$, then (2) reads $0 = (E-F)^n \langle u, Av\rangle$ with a nonzero first factor, so $\langle u, Av\rangle = 0$. This selection rule comes straight from (2) and holds for unnormalised $u$ and $v$.

For the constant, take $T = |u\rangle\langle v|$. On any vector $x$,

$$HTx = \langle v, x\rangle\, Hu = E\,\langle v, x\rangle\, u, \qquad THx = \langle v, Hx\rangle\, u = \langle Hv, x\rangle\, u = F\,\langle v, x\rangle\, u,$$

where self-adjointness and reality are now used for $v$ and $F$. Hence $[H,T] = (E-F)\,T$. A scalar passes through the commutator, $[H, cT] = c\,[H,T]$, and induction gives $\mathrm{ad}_H^n T = (E-F)^n\, T$. For unit vectors, $\langle u, Tv\rangle = \langle v,v\rangle\langle u,u\rangle = 1$. The norm of $T$ is at most 1, because $\|Tx\| = |\langle v,x\rangle|\,\|u\| \le \|x\|$, and at least 1, because (3) with $B = T$ reads $1 \le \|T\|$. Therefore $\|\mathrm{ad}_H^n T\| = |E-F|^n\,\|T\| = |E-F|^n$, and both sides of (4) equal $|E-F|^n$. For $E \ne F$ this common value is positive, so no constant smaller than 1 can stand in front of the norm, for any $n$.

### The file

```lean
import Mathlib

open scoped InnerProductSpace

namespace CommutatorGapBound

noncomputable section

variable {V : Type*} [NormedAddCommGroup V] [InnerProductSpace ℂ V] [CompleteSpace V]

/-- The commutator `[H, A] = HA - AH` of two bounded operators. -/
def comm (H A : V →L[ℂ] V) : V →L[ℂ] V := H * A - A * H

/-- The `n`-fold nested commutator `[H, [H, ... [H, A]]]`, equal to `A` for `n = 0`. -/
def adPow (H : V →L[ℂ] V) : ℕ → (V →L[ℂ] V) → (V →L[ℂ] V)
  | 0, A => A
  | n + 1, A => comm H (adPow H n A)

/-- The transition operator `|u⟩⟨v|`, sending `x` to `⟨v, x⟩ u`. -/
def ketBra (u v : V) : V →L[ℂ] V := (innerSL ℂ v).smulRight u

/-- Between eigenvectors of a self-adjoint `H` with energies `E` and `F`, the matrix element of
`[H, A]` is `E - F` times that of `A`. -/
theorem inner_comm {H : V →L[ℂ] V} (hH : IsSelfAdjoint H) (A : V →L[ℂ] V) {u v : V} {E F : ℝ}
    (hu : H u = (E : ℂ) • u) (hv : H v = (F : ℂ) • v) :
    ⟪u, comm H A v⟫_ℂ = ((E : ℂ) - F) * ⟪u, A v⟫_ℂ := by
  -- move `H` onto the bra, where it gives the real energy `E`
  have hsym : ⟪H u, A v⟫_ℂ = ⟪u, H (A v)⟫_ℂ := hH.isSymmetric u (A v)
  have happ : comm H A v = H (A v) - A (H v) := rfl
  rw [happ, inner_sub_right, ← hsym, hu, hv, map_smul, inner_smul_left, inner_smul_right,
    Complex.conj_ofReal]
  ring

/-- Between eigenvectors of a self-adjoint `H` with energies `E` and `F`, the matrix element of the `n`-fold nested
commutator is `(E - F)^n` times that of `A`. -/
theorem inner_adPow {H : V →L[ℂ] V} (hH : IsSelfAdjoint H) (A : V →L[ℂ] V) {u v : V} {E F : ℝ}
    (hu : H u = (E : ℂ) • u) (hv : H v = (F : ℂ) • v) (n : ℕ) :
    ⟪u, adPow H n A v⟫_ℂ = ((E : ℂ) - F) ^ n * ⟪u, A v⟫_ℂ := by
  induction n with
  | zero => simp [adPow]
  | succ n ih =>
    have h : adPow H (n + 1) A = comm H (adPow H n A) := rfl
    rw [h, inner_comm hH _ hu hv, ih]
    ring

omit [CompleteSpace V] in
/-- A matrix element between unit vectors is at most the operator norm in modulus. -/
theorem norm_inner_le_opNorm (B : V →L[ℂ] V) {u v : V} (hu : ‖u‖ = 1) (hv : ‖v‖ = 1) :
    ‖⟪u, B v⟫_ℂ‖ ≤ ‖B‖ := by
  have h1 : ‖⟪u, B v⟫_ℂ‖ ≤ ‖u‖ * ‖B v‖ := norm_inner_le_norm u (B v)
  have h2 : ‖B v‖ ≤ ‖B‖ * ‖v‖ := B.le_opNorm v
  rw [hu, one_mul] at h1
  rw [hv, mul_one] at h2
  exact h1.trans h2

/-- For unit eigenvectors of a self-adjoint `H` with energies `E` and `F`, `|E - F|^n |⟨u, A v⟩|` is at most the norm
of the `n`-fold nested commutator of `H` with `A`, for every `n`. -/
theorem gap_pow_mul_le {H : V →L[ℂ] V} (hH : IsSelfAdjoint H) (A : V →L[ℂ] V) {u v : V}
    {E F : ℝ} (hu : H u = (E : ℂ) • u) (hv : H v = (F : ℂ) • v) (nu : ‖u‖ = 1) (nv : ‖v‖ = 1)
    (n : ℕ) : |E - F| ^ n * ‖⟪u, A v⟫_ℂ‖ ≤ ‖adPow H n A‖ := by
  have h := norm_inner_le_opNorm (adPow H n A) nu nv
  rw [inner_adPow hH A hu hv, norm_mul, norm_pow, ← Complex.ofReal_sub, Complex.norm_real,
    Real.norm_eq_abs] at h
  exact h

/-- For unit eigenvectors of a bounded self-adjoint `H`, `|E - F| |⟨u, A v⟩| ≤ ‖HA - AH‖` and
`|E - F|^2 |⟨u, A v⟩| ≤ ‖[H, [H, A]]‖`. -/
theorem gap_commutator_bounds {H : V →L[ℂ] V} (hH : IsSelfAdjoint H) (A : V →L[ℂ] V) {u v : V}
    {E F : ℝ} (hu : H u = (E : ℂ) • u) (hv : H v = (F : ℂ) • v) (nu : ‖u‖ = 1) (nv : ‖v‖ = 1) :
    |E - F| * ‖⟪u, A v⟫_ℂ‖ ≤ ‖H * A - A * H‖ ∧
      |E - F| ^ 2 * ‖⟪u, A v⟫_ℂ‖ ≤ ‖comm H (comm H A)‖ := by
  constructor
  · have h := gap_pow_mul_le hH A hu hv nu nv 1
    rw [pow_one] at h
    exact h
  · exact gap_pow_mul_le hH A hu hv nu nv 2

/-- For unit eigenvectors of a self-adjoint `H` with different energies `E` and `F`, `|⟨u, A v⟩|` is at most the norm of the
`n`-fold nested commutator divided by `|E - F|^n`. -/
theorem matrix_element_decay {H : V →L[ℂ] V} (hH : IsSelfAdjoint H) (A : V →L[ℂ] V) {u v : V}
    {E F : ℝ} (hu : H u = (E : ℂ) • u) (hv : H v = (F : ℂ) • v) (nu : ‖u‖ = 1) (nv : ‖v‖ = 1)
    (hEF : E ≠ F) (n : ℕ) : ‖⟪u, A v⟫_ℂ‖ ≤ ‖adPow H n A‖ / |E - F| ^ n := by
  have hpos : 0 < |E - F| ^ n := pow_pos (abs_pos.mpr (sub_ne_zero.mpr hEF)) n
  rw [le_div_iff₀ hpos, mul_comm]
  exact gap_pow_mul_le hH A hu hv nu nv n

/-- If some nested commutator of a self-adjoint `H` with `A` vanishes, then `A` has zero matrix element
between eigenvectors of `H` with different energies. -/
theorem selection_rule {H : V →L[ℂ] V} (hH : IsSelfAdjoint H) (A : V →L[ℂ] V) {u v : V}
    {E F : ℝ} (hu : H u = (E : ℂ) • u) (hv : H v = (F : ℂ) • v) (hEF : E ≠ F) {n : ℕ}
    (hn : adPow H n A = 0) : ⟪u, A v⟫_ℂ = 0 := by
  have h := inner_adPow hH A hu hv n
  rw [hn, zero_apply, inner_zero_right] at h
  have hne : (E : ℂ) - F ≠ 0 := sub_ne_zero.mpr (fun e => hEF (Complex.ofReal_injective e))
  exact (mul_eq_zero.mp h.symm).resolve_left (pow_ne_zero n hne)

/-- For eigenvectors `u`, `v` of a self-adjoint `H` with energies `E`, `F`, the `n`-fold nested commutator of `H` with
`|u⟩⟨v|` is `(E - F)^n |u⟩⟨v|`. -/
theorem adPow_ketBra {H : V →L[ℂ] V} (hH : IsSelfAdjoint H) {u v : V} {E F : ℝ}
    (hu : H u = (E : ℂ) • u) (hv : H v = (F : ℂ) • v) (n : ℕ) :
    adPow H n (ketBra u v) = ((E : ℂ) - F) ^ n • ketBra u v := by
  -- one commutator multiplies `|u⟩⟨v|` by `E - F`
  have h1 : comm H (ketBra u v) = ((E : ℂ) - F) • ketBra u v := by
    ext x
    have hsym : ⟪H v, x⟫_ℂ = ⟪v, H x⟫_ℂ := hH.isSymmetric v x
    change H (⟪v, x⟫_ℂ • u) - ⟪v, H x⟫_ℂ • u = ((E : ℂ) - F) • ⟪v, x⟫_ℂ • u
    rw [map_smul, ← hsym, hu, hv, inner_smul_left, Complex.conj_ofReal]
    module
  induction n with
  | zero => simp [adPow]
  | succ n ih =>
    have h : adPow H (n + 1) (ketBra u v) = comm H (adPow H n (ketBra u v)) := rfl
    have hlin : ∀ c : ℂ, comm H (c • ketBra u v) = c • comm H (ketBra u v) := by
      intro c
      unfold comm
      rw [mul_smul_comm, smul_mul_assoc, smul_sub]
    rw [h, ih, hlin, h1, smul_smul, pow_succ]

/-- For unit eigenvectors `u`, `v` of a self-adjoint `H` with energies `E`, `F` and every `n`,
the operator `|u⟩⟨v|` has matrix element one between `u` and `v`, and the norm
of its `n`-fold nested commutator with `H` is `|E - F|^n`. -/
theorem bound_sharp {H : V →L[ℂ] V} (hH : IsSelfAdjoint H) {u v : V} {E F : ℝ}
    (hu : H u = (E : ℂ) • u) (hv : H v = (F : ℂ) • v) (nu : ‖u‖ = 1) (nv : ‖v‖ = 1) (n : ℕ) :
    ⟪u, ketBra u v v⟫_ℂ = 1 ∧ ‖adPow H n (ketBra u v)‖ = |E - F| ^ n := by
  have happ : ∀ x, ketBra u v x = ⟪v, x⟫_ℂ • u := fun _ => rfl
  have hel : ⟪u, ketBra u v v⟫_ℂ = 1 := by
    rw [happ, inner_smul_right, inner_self_eq_norm_sq_to_K, inner_self_eq_norm_sq_to_K, nu, nv]
    simp
  -- `‖|u⟩⟨v|‖ ≤ 1` by Cauchy-Schwarz
  have hle : ‖ketBra u v‖ ≤ 1 := by
    refine ContinuousLinearMap.opNorm_le_bound _ zero_le_one (fun x => ?_)
    have h : ‖⟪v, x⟫_ℂ‖ ≤ ‖v‖ * ‖x‖ := norm_inner_le_norm v x
    rw [nv] at h
    rw [happ, norm_smul, nu, mul_one]
    exact h
  -- and `≥ 1` since the matrix element is one
  have hge : 1 ≤ ‖ketBra u v‖ := by
    have h := norm_inner_le_opNorm (ketBra u v) nu nv
    rwa [hel, norm_one] at h
  refine ⟨hel, ?_⟩
  rw [adPow_ketBra hH hu hv, norm_smul, le_antisymm hle hge, mul_one, norm_pow,
    ← Complex.ofReal_sub, Complex.norm_real, Real.norm_eq_abs]

end

end CommutatorGapBound
```

```lean
#print axioms CommutatorGapBound.gap_commutator_bounds
#print axioms CommutatorGapBound.matrix_element_decay
#print axioms CommutatorGapBound.selection_rule
#print axioms CommutatorGapBound.bound_sharp
```

```
'CommutatorGapBound.gap_commutator_bounds' depends on axioms: [propext, Classical.choice, Quot.sound]
'CommutatorGapBound.matrix_element_decay' depends on axioms: [propext, Classical.choice, Quot.sound]
'CommutatorGapBound.selection_rule' depends on axioms: [propext, Classical.choice, Quot.sound]
'CommutatorGapBound.bound_sharp' depends on axioms: [propext, Classical.choice, Quot.sound]
```

### The theorems in words

`gap_commutator_bounds` is the statement of the question. For a self-adjoint bounded `H`, any bounded `A`, real `E` and `F`, and unit vectors satisfying the two eigenvalue equations, it gives the conjunction of the first inequality, with right side `‖H * A - A * H‖`, and the second, with right side `‖comm H (comm H A)‖`. `gap_pow_mul_le` is (4) for every natural number `n` under the same hypotheses. `matrix_element_decay` is (5) and adds `hEF`. `selection_rule` takes `hEF` and `hn : adPow H n A = 0` for one given `n`, has no norm hypotheses, and concludes `⟪u, A v⟫_ℂ = 0`. `bound_sharp` states for unit eigenvectors and every `n` that the matrix element of `ketBra u v` between `u` and `v` is 1 and that `‖adPow H n (ketBra u v)‖ = |E - F| ^ n`. Equality in (4) for this operator follows by inserting the two values.

### How the proofs follow the derivation

`inner_comm` is (1). The step `hsym` extracts $\langle Hu, Av\rangle = \langle u, HAv\rangle$ from `hH.isSymmetric`, and `happ` writes the commutator applied to $v$ as a difference. The rewrite chain then splits the inner product, moves $H$ to the bra with `← hsym`, and inserts the eigenvalue equations. `map_smul` pulls $F$ out of $A$, `inner_smul_left` pulls $E$ out of the bra as $\bar E$, `inner_smul_right` pulls $F$ out of the ket, and `Complex.conj_ofReal` is the step $\bar E = E$. What remains is factoring, done by `ring`.

`inner_adPow` is (2), by induction on `n`. The successor step applies `inner_comm` with the operator slot filled by `adPow H n A`, then the induction hypothesis `ih`. `norm_inner_le_opNorm` is (3), with `h1` the Cauchy–Schwarz inequality `norm_inner_le_norm` and `h2` the operator-norm inequality `le_opNorm`. It needs neither $H$ nor completeness.

`gap_pow_mul_le` takes (3) for the nested commutator and rewrites its left side by `inner_adPow`. `norm_mul` and `norm_pow` distribute the modulus, and the remaining rewrites identify the modulus of the complex number $E - F$ with the real absolute value. `gap_commutator_bounds` uses the cases `1` and `2`, with `pow_one` removing the exponent in the first. The right sides need no rewriting, because `adPow H 1 A` and `adPow H 2 A` unfold by definition to the single and the double commutator. `matrix_element_decay` proves $|E-F|^n > 0$ in `hpos` and clears the denominator with `le_div_iff₀`. `selection_rule` sets the left side of (2) to zero with `hn`, and `mul_eq_zero` together with `pow_ne_zero` leaves only the alternative that the matrix element vanishes.

In `adPow_ketBra`, the step `h1` is $[H,T] = (E-F)T$, checked on a vector `x`. The `change` line displays $HTx - THx$ explicitly, symmetry is used in the form $\langle Hv, x\rangle = \langle v, Hx\rangle$, and `module` compares the scalar coefficients of $u$. The step `hlin` is $[H,cT] = c[H,T]$, which drives the induction. In `bound_sharp`, `hel` is the matrix element, `hle` is the upper bound on $\|T\|$ through `ContinuousLinearMap.opNorm_le_bound`, `hge` is the lower bound from `norm_inner_le_opNorm`, and `le_antisymm hle hge` supplies $\|T\| = 1$ in the last rewrite.

### Remarks

The name `matrix_element_decay` refers to the gap: for fixed $H$, $A$ and $n \ge 1$ the bound (5) falls as $|E-F|^{-n}$ over pairs of levels further apart. It does not say that the bound improves with $n$. For $A = |u\rangle\langle v|$ the right side of (5) equals 1 for every $n$, and a higher $n$ helps only when the norms of the nested commutators grow more slowly than $|E-F|^n$. The hypothesis `hEF` carries content there, since Lean sets division by zero to zero, and for $E = F$, $n \ge 1$ the inequality would claim that the matrix element vanishes.

The example and the variant that follow are worked on paper and are not theorems of the file. Without self-adjointness the bound can fail even when both eigenvalues are real. On $\mathbb{C}^2$ take

$$H = \begin{pmatrix} 0 & 1 \\ 0 & 1 \end{pmatrix}, \qquad u = \begin{pmatrix} 1 \\ 0 \end{pmatrix}, \qquad v = \frac{1}{\sqrt 2}\begin{pmatrix} 1 \\ 1 \end{pmatrix}.$$

Then $Hu = 0$ and $Hv = v$, so $E = 0$ and $F = 1$, and both vectors have norm 1. Let $A$ be the identity. The commutator is zero, while $|E-F|\,|\langle u, Av\rangle| = 1/\sqrt 2$. The first inequality would read $1/\sqrt2 \le 0$, and the selection rule fails on the same example. The step that breaks is moving $H$ onto the bra, since $u$ is an eigenvector of $H$ and not of $H^\dagger$. For self-adjoint $H$ the same choice of $A$ turns the selection rule with $n = 1$ into the orthogonality of eigenvectors with different energies.

The argument for (1) treats the two terms separately, so it also works with two operators. Let $H$ be self-adjoint with $Hu = Eu$, and let $K$ be a second bounded operator with $Kv = Fv$. Then $\langle u, HAv\rangle = E\langle u, Av\rangle$ and $\langle u, AKv\rangle = F\langle u, Av\rangle$, and (3) gives

$$|E-F|\,|\langle u, Av\rangle| \le \|HA - AK\|$$

for unit $u$ and $v$. With $A$ the identity this is $|E-F|\,|\langle u, v\rangle| \le \|H - K\|$, a bound on the overlap of an eigenstate of a bounded Hamiltonian $H$ with an eigenstate of a perturbed one $K$ by the norm of the perturbation divided by the energy difference.
